# Screening the Coulomb singularity in one mesh cell: the error bound is smallest at $k=h/\pi^{2/3}$

Let $q$ be the length of a momentum transfer in three dimensions, and replace the exchange kernel $1/q^2$ by $1/(q^2+1)$. The difference is

$$\frac1{q^2}-\frac1{q^2+1}=\frac{1}{q^2(q^2+1)},$$

which still diverges at $q=0$. A spherical shell of radius $q$ has area $4\pi q^2$, however, and this factor cancels the divergence. The total weight removed is finite:

$$4\pi\int_0^\infty\frac{dq}{q^2+1}=4\pi\cdot\frac{\pi}{2}=2\pi^2 .$$

## From the lost weight to the screening

For a general screening $k>0$, the kernel $1/(q^2+k^2)$ is, up to a constant factor, the Fourier transform of the Yukawa interaction $e^{-kr}/r$, so $1/k$ is a screening length. The substitution $q=kx$ gives the loss

$$4\pi\int_0^\infty\frac{k^2}{q^2+k^2}\,dq=4\pi k\int_0^\infty\frac{dx}{1+x^2}=2\pi^2k .$$

Now take a mesh cell of volume $h^3$, where $h>0$ is the mesh spacing. The bare kernel has no value at $q=0$, so let the screened kernel at that point represent the cell, which gives $h^3/k^2$. To compare this with the bare integral over the cell, write the latter as $S+L$, where $S$ is the integral of the screened kernel and $L$ that of the difference. The screened kernel lies between $0$ and $1/k^2$, so $0\le S\le h^3/k^2$. The difference is positive for $q\neq0$, so its integral over the cell is at most its integral over all space, and $0\le L\le2\pi^2k$. Hence

$$-2\pi^2k\le \frac{h^3}{k^2}-S-L\le\frac{h^3}{k^2},$$

and the absolute error is at most

$$E(k)=\frac{h^3}{k^2}+2\pi^2k .$$

The larger of the two terms is already a bound, with its minimum at $k=h/(2\pi^2)^{1/3}$; the sum $E$ is the bound studied here. To minimise $E$, set $c=h/\pi^{2/3}$, so that $\pi^2c^3=h^3$. Then $E(c)=\pi^2c+2\pi^2c=3\pi^2c=3\pi^{4/3}h$, and

$$E(k)-E(c)=\frac{\pi^2(c^3-3ck^2+2k^3)}{k^2}=\frac{\pi^2(k-c)^2(2k+c)}{k^2}.$$

This is positive for every positive $k\ne c$, so $c$ is the unique minimum.

Finally, suppose that $E(k)\le Ch$ for some number $C$. Both terms of $E$ are positive, so each is at most $Ch$. The first gives $h^2\le Ck^2$ and the second $2\pi^2k\le Ch$. With $C$ fixed as the mesh is refined, $k$ therefore stays between two fixed positive multiples of $h$.

In exact-exchange calculations on a momentum mesh, this suggests tying the screening to the spacing, within a model that has one cell, the kernel alone and no orbital pair densities. The coefficient $\pi^{-2/3}$ belongs to the bound $E$, not to the actual error. For a cube centred at $q=0$, the bare integral is $\alpha h$ with a constant $\alpha>2\pi$, because the cube contains a ball of radius $h/2$. The one-point value $h^3/k^2$ is therefore exact at $k=h/\sqrt{\alpha}$, which is smaller than $c$. Leaving the cell out would give the error $\alpha h$, which is also linear in $h$, so the linear bound alone does not show that screening improves on omission.

## Kernels and bound in Lean

```lean
import Mathlib

open MeasureTheory Set
open scoped Real

namespace ScreenedExchangeSingularity

noncomputable section
```

Momenta are vectors in three-dimensional Euclidean space, with the usual norm and volume.

```lean
/-- Momentum transfers in three dimensions. -/
abbrev Momentum := EuclideanSpace ℝ (Fin 3)
```

The two kernels are functions of the momentum vector `q`. They omit the physical prefactors, such as $4\pi$ and the normalisation of the Fourier transform.

```lean
/-- The bare exchange kernel `1/|q|²`, for `q ≠ 0`. -/
def bare (q : Momentum) : ℝ := 1 / ‖q‖ ^ 2

/-- The screened kernel `1/(|q|² + k²)`, for `q` and `k` not both zero. -/
def screened (k : ℝ) (q : Momentum) : ℝ := 1 / (‖q‖ ^ 2 + k ^ 2)
```

The bound $E(k)$ is `errorBound h k`, and $c$ is `optimalScreening h`. Both are at this point only formulas; the theorems below connect them to the quadrature error and to the minimum.

```lean
/-- The error bound `h³/k² + 2π²k` for mesh spacing `h` and screening `k ≠ 0`. -/
def errorBound (h k : ℝ) : ℝ := h ^ 3 / k ^ 2 + 2 * π ^ 2 * k

/-- The screening `h/π^(2/3)`, proportional to the mesh spacing `h`. -/
def optimalScreening (h : ℝ) : ℝ := h / π ^ (2 / 3 : ℝ)
```

## The lost weight as a volume integral

The first theorem is the radial integral. The step `hscale` rewrites the integrand in terms of $q/k$, and `hsub` changes the variable, which brings out the factor $k$. The remaining arctangent integral is $\pi/2$.

```lean
/-- For `k > 0`, the radial integral of `k²/(q² + k²)` over `q > 0`, times `4π`,
equals `2π²k`. -/
theorem radial_loss {k : ℝ} (hk : 0 < k) :
    4 * π * ∫ q in Ioi (0 : ℝ), k ^ 2 / (q ^ 2 + k ^ 2) = 2 * π ^ 2 * k := by
  -- measure the momentum in units of `k`
  have hscale : ∫ q in Ioi (0 : ℝ), k ^ 2 / (q ^ 2 + k ^ 2)
      = ∫ q in Ioi (0 : ℝ), (1 + (k⁻¹ * q) ^ 2)⁻¹ := by
    congr 1
    funext q
    have h1 : q ^ 2 + k ^ 2 = k ^ 2 * (1 + (k⁻¹ * q) ^ 2) := by
      field_simp
      ring
    have h2 : k ^ 2 ≠ 0 := by positivity
    rw [h1, div_mul_eq_div_div, div_self h2, one_div]
  have hsub := integral_comp_mul_left_Ioi (fun x : ℝ => (1 + x ^ 2)⁻¹) 0 (inv_pos.mpr hk)
  rw [hscale, hsub, mul_zero, integral_Ioi_inv_one_add_sq, Real.arctan_zero,
    inv_inv, smul_eq_mul]
  ring
```

The next theorem states the loss as an integral over momentum vectors. Mathlib's formula for radial functions supplies the spherical coordinates: its prefactor is the dimension times the volume of the unit ball, $3\cdot4\pi/3=4\pi$. The step `hr` is the cancellation of $q^2$ seen at the start.

```lean
/-- For `k > 0`, the difference between the bare and the screened kernel has the integral `2π²k`
over all momentum space. -/
theorem screening_loss {k : ℝ} (hk : 0 < k) :
    ∫ q : Momentum, (bare q - screened k q) = 2 * π ^ 2 * k := by
  have h := integral_fun_norm_addHaar (volume : Measure Momentum)
    (fun r : ℝ => 1 / r ^ 2 - 1 / (r ^ 2 + k ^ 2))
  have hd : Module.finrank ℝ Momentum = 3 := by simp
  have hv : (volume : Measure Momentum).real (Metric.ball 0 1) = 4 * π / 3 := by
    rw [Measure.real, EuclideanSpace.volume_ball_fin_three, ENNReal.ofReal_one, one_pow,
      one_mul, ENNReal.toReal_ofReal (by positivity)]
    ring
  -- the volume element `q²` cancels the singularity
  have hr : ∫ y in Ioi (0 : ℝ), y ^ (3 - 1) • (1 / y ^ 2 - 1 / (y ^ 2 + k ^ 2))
      = ∫ y in Ioi (0 : ℝ), k ^ 2 / (y ^ 2 + k ^ 2) := by
    refine setIntegral_congr_fun measurableSet_Ioi (fun y hy => ?_)
    have hy0 : 0 < y := hy
    have hne : y ^ 2 + k ^ 2 ≠ 0 := by positivity
    have e : y ^ 2 * (1 / y ^ 2) = 1 := mul_one_div_cancel (by positivity)
    change y ^ 2 * (1 / y ^ 2 - 1 / (y ^ 2 + k ^ 2)) = k ^ 2 / (y ^ 2 + k ^ 2)
    rw [mul_sub, e, eq_div_iff hne, sub_mul, mul_assoc, one_div_mul_cancel hne]
    ring
  rw [hd, hv, hr] at h
  refine h.trans ?_
  simp only [nsmul_eq_mul, smul_eq_mul, Nat.cast_ofNat]
  linear_combination radial_loss hk
```

## The error of one cell

Here `C` is the cell. The theorem assumes only its volume, not its shape or position; the intended case is a cube centred at $q=0$. The conclusion bounds the difference between the one-point value and the true integral of the bare kernel.

The proof follows the split into $S$ and $L$. The bounds `hs0` and `hs1` enclose the screened kernel, and `hL0` says that the difference is nonnegative except possibly at the single point $q=0$, which has no volume. Integrability of the difference, `hL`, comes from the previous theorem: Lean assigns the integral $0$ to a non-integrable function, whereas this integral is $2\pi^2k>0$. The inequalities `s0`, `s1`, `l0` and `l1` are the four bounds on $S$ and $L$, and `linarith` combines them.

```lean
/-- Let a cell of volume `h³`, with `h > 0`, be represented by the screened kernel at `q = 0`,
with `k > 0`. The result differs from the integral of the bare kernel over the cell by at most
`h³/k² + 2π²k`. -/
theorem cell_error_le {h k : ℝ} (hh : 0 < h) (hk : 0 < k) (C : Set Momentum)
    (hvol : volume C = ENNReal.ofReal (h ^ 3)) :
    |h ^ 3 * screened k 0 - ∫ q in C, bare q| ≤ errorBound h k := by
  have : IsFiniteMeasure (volume.restrict C) :=
    ⟨by rw [Measure.restrict_apply_univ, hvol]; exact ENNReal.ofReal_lt_top⟩
  -- the screened kernel lies between 0 and `1/k²`
  have hs0 : ∀ q, 0 ≤ screened k q := fun q => by unfold screened; positivity
  have hs1 : ∀ q, screened k q ≤ 1 / k ^ 2 := fun q =>
    one_div_le_one_div_of_le (by positivity) (le_add_of_nonneg_left (sq_nonneg _))
  have hcont : Continuous (screened k) := by
    unfold screened
    exact continuous_const.div (by fun_prop) (fun q => by positivity)
  have hS : Integrable (screened k) (volume.restrict C) :=
    Integrable.of_bound hcont.aestronglyMeasurable (1 / k ^ 2)
      (ae_of_all _ fun q => by rw [Real.norm_of_nonneg (hs0 q)]; exact hs1 q)
  -- the loss is integrable, and nonnegative away from `q = 0`
  have hL : Integrable (fun q : Momentum => bare q - screened k q) := by
    by_contra hn
    have h1 := screening_loss hk
    rw [integral_undef hn] at h1
    have h2 : 0 < 2 * π ^ 2 * k := by positivity
    linarith
  have hL0 : ∀ᵐ q : Momentum, 0 ≤ bare q - screened k q := by
    filter_upwards [compl_mem_ae_iff.mpr (measure_singleton (0 : Momentum))] with q hq
    have hq0 : 0 < ‖q‖ := norm_pos_iff.mpr (by simpa using hq)
    exact sub_nonneg.mpr (one_div_le_one_div_of_le (by positivity)
      (le_add_of_nonneg_right (sq_nonneg _)))
  have hsplit := integral_add hL.integrableOn hS
  simp only [sub_add_cancel] at hsplit
  have l1 := (setIntegral_le_integral (s := C) hL hL0).trans_eq (screening_loss hk)
  have l0 := integral_nonneg_of_ae (ae_restrict_of_ae (s := C) hL0)
  have s0 : 0 ≤ ∫ q in C, screened k q := integral_nonneg hs0
  have s1 : ∫ q in C, screened k q ≤ h ^ 3 / k ^ 2 := by
    refine (integral_mono hS (integrable_const (1 / k ^ 2)) hs1).trans_eq ?_
    simp only [integral_const, smul_eq_mul, Measure.real, Measure.restrict_apply_univ, hvol,
      ENNReal.toReal_ofReal (pow_pos hh 3).le]
    ring
  have h0 : h ^ 3 * screened k 0 = h ^ 3 / k ^ 2 := by simp [screened, div_eq_mul_inv]
  have p1 : 0 < h ^ 3 / k ^ 2 := by positivity
  have p2 : 0 < 2 * π ^ 2 * k := by positivity
  rw [h0, hsplit, abs_le]
  unfold errorBound
  constructor <;> linarith
```

## The minimum and the linear scaling

The relation $\pi^2c^3=h^3$ removes the fractional power from the algebra that follows.

```lean
/-- The screening `c = h/π^(2/3)` satisfies `π²c³ = h³`. -/
theorem optimalScreening_cube (h : ℝ) : π ^ 2 * optimalScreening h ^ 3 = h ^ 3 := by
  have hp : (π ^ (2 / 3 : ℝ)) ^ 3 = π ^ 2 := by
    rw [← Real.rpow_natCast, ← Real.rpow_mul Real.pi_pos.le, ← Real.rpow_natCast π 2]
    norm_num
  have hpi : π ^ 2 ≠ 0 := by positivity
  rw [optimalScreening, div_pow, hp, mul_div_cancel₀ _ hpi]
```

The theorem on the minimum says that $c$ is positive and that every other positive screening gives a strictly larger bound. After `h ^ 3` has been replaced by $\pi^2c^3$, the identity `hex` is the factorised excess derived above, and its positivity finishes the proof.

```lean
/-- For mesh spacing `h > 0`, the error bound has its unique minimum over positive screenings
at `k = h/π^(2/3)`. -/
theorem errorBound_unique_min {h : ℝ} (hh : 0 < h) :
    0 < optimalScreening h ∧ ∀ k, 0 < k → k ≠ optimalScreening h →
      errorBound h (optimalScreening h) < errorBound h k := by
  have hc : 0 < optimalScreening h := by unfold optimalScreening; positivity
  refine ⟨hc, fun k hk hne => ?_⟩
  have hcube := optimalScreening_cube h
  unfold errorBound
  rw [← hcube]
  generalize optimalScreening h = c at hc hne
  -- the excess over the minimum is a square times a positive factor
  have hex : π ^ 2 * c ^ 3 / k ^ 2 + 2 * π ^ 2 * k - (π ^ 2 * c ^ 3 / c ^ 2 + 2 * π ^ 2 * c)
      = π ^ 2 * (k - c) ^ 2 * (2 * k + c) / k ^ 2 := by
    field_simp
    ring
  have hsq : 0 < (k - c) ^ 2 := sq_pos_of_ne_zero (sub_ne_zero.mpr hne)
  have hpos : 0 < π ^ 2 * (k - c) ^ 2 * (2 * k + c) / k ^ 2 := by positivity
  linarith
```

For the value at the minimum, `h1` gives $E(c)=3\pi^2c$. The step `hp` splits $\pi^2$ into $\pi^{4/3}\pi^{2/3}$, and the second factor cancels the denominator of $c$.

```lean
/-- For `h > 0`, the error bound at the screening `h/π^(2/3)` equals `3π^(4/3)h`. -/
theorem errorBound_min_value {h : ℝ} (hh : 0 < h) :
    errorBound h (optimalScreening h) = 3 * π ^ (4 / 3 : ℝ) * h := by
  have hc := (errorBound_unique_min hh).1
  have h1 : errorBound h (optimalScreening h) = 3 * π ^ 2 * optimalScreening h := by
    unfold errorBound
    rw [← optimalScreening_cube h]
    generalize optimalScreening h = c at hc
    have h2 : π ^ 2 * c ^ 3 / c ^ 2 = π ^ 2 * c := by
      rw [div_eq_iff (by positivity)]
      ring
    rw [h2]
    ring
  have hp : π ^ 2 = π ^ (4 / 3 : ℝ) * π ^ (2 / 3 : ℝ) := by
    rw [← Real.rpow_add Real.pi_pos, ← Real.rpow_natCast]
    norm_num
  have hne : π ^ (2 / 3 : ℝ) ≠ 0 := by positivity
  rw [h1, hp, optimalScreening, mul_assoc, mul_assoc, mul_div_cancel₀ _ hne, mul_assoc]
```

In the last theorem `C` is a number. The hypothesis `hE` says that the bound is at most `C * h`, and the conclusion confines $k$ between two multiples of $h$. The proof drops one positive term of the bound at a time, then cancels a factor $h$ in the first inequality.

```lean
/-- If `h, k > 0` and the error bound is at most `C h`, then `h² ≤ C k²` and `2π²k ≤ C h`:
the screening is bounded below and above by multiples of the mesh spacing. -/
theorem screening_linear_of_errorBound_le {h k C : ℝ} (hh : 0 < h) (hk : 0 < k)
    (hE : errorBound h k ≤ C * h) : h ^ 2 ≤ C * k ^ 2 ∧ 2 * π ^ 2 * k ≤ C * h := by
  unfold errorBound at hE
  have p1 : 0 < h ^ 3 / k ^ 2 := by positivity
  have p2 : 0 < 2 * π ^ 2 * k := by positivity
  refine ⟨?_, by linarith⟩
  have h1 : h ^ 3 / k ^ 2 ≤ C * h := by linarith
  rw [div_le_iff₀ (by positivity)] at h1
  -- cancel one factor of the mesh spacing
  refine le_of_mul_le_mul_left ?_ hh
  linarith [h1, show h * h ^ 2 = h ^ 3 by ring, show h * (C * k ^ 2) = C * h * k ^ 2 by ring]

end

end ScreenedExchangeSingularity
```

```lean
#print axioms ScreenedExchangeSingularity.cell_error_le
#print axioms ScreenedExchangeSingularity.errorBound_min_value
#print axioms ScreenedExchangeSingularity.screening_linear_of_errorBound_le
```

```
'ScreenedExchangeSingularity.cell_error_le' depends on axioms: [propext, Classical.choice, Quot.sound]
'ScreenedExchangeSingularity.errorBound_min_value' depends on axioms: [propext, Classical.choice, Quot.sound]
'ScreenedExchangeSingularity.screening_linear_of_errorBound_le' depends on axioms: [propext, Classical.choice, Quot.sound]
```
